# For noninteracting copies of a system, the Hessian of the total potential is the sum of the copies' Hessians

Take finitely many copies of a system, each with its configuration in a real normed space `E` and each feeling the same twice continuously differentiable potential `V`, with no interaction between copies. The theorem `hess_total` says that the Hessian of the total potential at `x`, applied to displacements `v` and `w`, is the sum over the copies of the Hessian of `V` at `x i`, applied to `v i` and `w i`. The proof writes the first derivative of the total potential as a sum of derivatives of `V`, each composed with the projection onto its copy. It then differentiates that sum term by term with the chain rule and evaluates the result on `v` and `w`.

An attempt in Lean 4 with a fault in it:

```lean
import Mathlib

namespace HessTotal

noncomputable section

variable {E : Type*} [NormedAddCommGroup E] [NormedSpace ℝ E] {V : E → ℝ} {N : ℕ}

/-- The Hessian of the potential `V` at `x`, as a bilinear form. -/
def hess (V : E → ℝ) (x : E) : E →L[ℝ] E →L[ℝ] ℝ := fderiv ℝ (fderiv ℝ V) x

/-- The potential of `N` noninteracting copies. -/
def total (V : E → ℝ) (N : ℕ) (x : Fin N → E) : ℝ := ∑ i, V (x i)

/-- The projection of a configuration onto copy `i`. -/
abbrev copy (i : Fin N) : (Fin N → E) →L[ℝ] E := ContinuousLinearMap.proj i

lemma fderiv_total (hV : ContDiff ℝ 2 V) (x : Fin N → E) :
    fderiv ℝ (total V N) x = ∑ i, (fderiv ℝ V (x i)).comp (copy i) := by
  refine HasFDerivAt.fderiv (f := fun y : Fin N → E => ∑ i, V (y i))
    (HasFDerivAt.fun_sum fun i _ => ?_)
  have hp : HasFDerivAt (fun y : Fin N → E => y i) (copy i) x :=
    (copy (E := E) i).hasFDerivAt
  exact ((hV.differentiable (by norm_num)) (x i)).hasFDerivAt.comp x hp

/-- For a C² potential, the Hessian of noninteracting copies is the sum of the Hessians of
the copies. -/
theorem hess_total (hV : ContDiff ℝ 2 V) (x v w : Fin N → E) :
    hess (total V N) x v w = ∑ i, hess V (x i) (v i) (w i) := by
  have hG : Differentiable ℝ (fderiv ℝ V) :=
    (hV.fderiv_right (m := 1) (by norm_num)).differentiable (by norm_num)
  let L (i : Fin N) := (ContinuousLinearMap.compL ℝ (Fin N → E) E ℝ).flip (copy i)
  have h : HasFDerivAt (fun y : Fin N → E => ∑ i, L i (fderiv ℝ V (y i)))
      (∑ i, (L i).comp ((hess V (x i)).comp (copy i))) x := by
    refine HasFDerivAt.fun_sum fun i _ => ?_
    have hp : HasFDerivAt (fun y : Fin N → E => y i) (copy i) x := (copy i).hasFDerivAt
    exact (L i).hasFDerivAt.comp x ((hG (x i)).hasFDerivAt.comp x hp)
  have e : fderiv ℝ (total V N) = fun y => ∑ i, L i (fderiv ℝ V (y i)) :=
    funext (fderiv_total hV)
  rw [hess, e, h.fderiv]
  simp [L]

end

end HessTotal
```

Messages:

```
Main.lean:36:67: error: Type mismatch
  ContinuousLinearMap.hasFDerivAt ?m.248
has type
  HasFDerivAt ⇑?m.248 ?m.248 ?m.249
but is expected to have type
  HasFDerivAt (fun y => y i) (copy i) x
```

Cause. The message says that `hasFDerivAt` was offered for a map Lean had not yet determined, shown as `?m.248`, where the derivative of `fun y => y i` was wanted.

The space `E` is an implicit argument of `copy`, and the index `i : Fin N` does not determine it. In `(copy i).hasFDerivAt` the term before the dot is elaborated without the expected type, so nothing there tells Lean which space is meant. The map was still unknown when Lean compared the two types, and Lean could not match the unknown map's coercion to a function, `⇑?m.248`, with `fun y => y i`. The mathematics of the step is right: the projection is continuous and linear, so it is its own derivative.

Writing `copy (E := E) i` names the space, so the projection is known from the start. Its coercion then unfolds to `fun y => y i`, and the types agree. The lemma `fderiv_total` already does the same. The new line break is mere tidying.

Fix (accepted with no message):

```diff
@@ -34,5 +34,6 @@
       (∑ i, (L i).comp ((hess V (x i)).comp (copy i))) x := by
     refine HasFDerivAt.fun_sum fun i _ => ?_
-    have hp : HasFDerivAt (fun y : Fin N → E => y i) (copy i) x := (copy i).hasFDerivAt
+    have hp : HasFDerivAt (fun y : Fin N → E => y i) (copy i) x :=
+      (copy (E := E) i).hasFDerivAt
     exact (L i).hasFDerivAt.comp x ((hG (x i)).hasFDerivAt.comp x hp)
   have e : fderiv ℝ (total V N) = fun y => ∑ i, L i (fderiv ℝ V (y i)) :=
```
